# Gradient-domain Gaussian force predictions are minus the gradient of an explicit energy

A molecular dynamics run at constant energy uses forces from a regression model fitted to reference forces. The total energy drifts, and part of the drift remains when the time step is reduced. One possible cause lies in the model itself: if the predicted force field is not the gradient of any function, a trajectory can return to its starting configuration having gained or lost energy, however accurate the integrator. In a gradient-domain model, the covariance is assigned to the energy, and the forces enter the training as minus the gradient of that energy. If this covariance is Gaussian, the cause can be excluded by a short calculation.

## The force and its energy

Let $x$ be the configuration at which a force is wanted, written as a vector of coordinates. Let $x_j$ be the training configurations and $a_j$ the weight vectors that training has produced, one for each $x_j$. With a length scale $s>0$, put

$$d_j = x-x_j,\qquad \beta=\frac1{s^2},\qquad g_j=e^{-\beta\|d_j\|^2/2}.$$

The predicted force and energy are

$$F(x)=\sum_j g_j\left(\beta a_j-\beta^2\langle a_j,d_j\rangle d_j\right),\qquad E(x)=-\sum_j g_j\,\beta\langle a_j,d_j\rangle ,$$

and they satisfy $F=-\nabla E$ at every configuration, for every choice of weights. The amplitude of the covariance is set to one; any other constant amplitude can be absorbed into the $a_j$.

## Where a simulation code relies on it

A constant-energy run monitors kinetic energy plus $E$, and under exact dynamics this sum is conserved from every starting position and velocity only if $F=-\nabla E$. A geometry optimiser whose line search compares energies while its search direction comes from forces makes the same assumption. For this Gaussian model in plain coordinates, both may use the $E$ above, which needs only the Gaussians and scalar products already computed for the force. A constant may be added to $E$ to match a reference energy without changing the forces.

The weights usually come from a linear solve, often with a noise term on the diagonal. Since the identity holds for all weights, an inaccurate solve or a poor noise level can make the forces less accurate but leaves them conservative. A central difference of the coded energy that does not converge to minus the coded force, down to rounding error, therefore points to the implementation and not to the fit.

## Derivation by the product rule

Write $g(d)=e^{-\beta\|d\|^2/2}$. If $x$ moves by $tv$, then $\|d+tv\|^2=\|d\|^2+2t\langle d,v\rangle+t^2\|v\|^2$, whose derivative at $t=0$ is $2\langle d,v\rangle$. The chain rule gives $-\beta g\langle d,v\rangle$ for the change of $g$, so

$$\nabla g=-\beta g\,d .$$

If instead the training configuration moves by $ta$, then $d$ becomes $d-ta$, and the derivative of $g$ is $+\beta g\langle a,d\rangle$. Up to sign, this is one term of the energy: when the Gaussian is the covariance of the energy and the training data are forces, the predicted energy is built from derivatives of the covariance, not from the covariance itself.

The gradient of $\langle a,d\rangle$ with respect to $x$ is $a$. The product rule then gives

$$\nabla\left(g\,\beta\langle a,d\rangle\right)=\beta\langle a,d\rangle(-\beta g\,d)+g\,\beta a=g\left(\beta a-\beta^2\langle a,d\rangle d\right).$$

Summing over $j$ gives $-\nabla E=F$.

Along a continuously differentiable path $\gamma(t)$, the power delivered by the force is

$$\langle F(\gamma),\gamma'\rangle=-\langle\nabla E(\gamma),\gamma'\rangle=-\frac{d}{dt}E(\gamma(t)).$$

Integration from $t_0$ to $t_1$ gives the work $E(\gamma(t_0))-E(\gamma(t_1))$, which is zero if the path closes.

The smallest case is one training configuration in one dimension. There $E=-\beta a\,d\,e^{-\beta d^2/2}$ and $F=\beta a(1-\beta d^2)e^{-\beta d^2/2}$. The force at the training point is $a/s^2$, and for $a\neq0$ it changes sign at $|d|=s$, where the energy has its extrema.

## A force regressed component by component

Suppose each force component is fitted separately with the same Gaussian. One training configuration $y$ with weight $a$ then contributes the force $g(x-y)\,a$. Assume that this force has a potential $U$, so that $\nabla U=-g(x-y)\,a$, and let $b\neq0$ be orthogonal to $a\neq0$. Then

$$\frac{d}{dt}U(x+tb)=-g(x+tb-y)\langle a,b\rangle=0,$$

so $U(x+b)=U(x)$ for all $x$. Taking gradients of both sides gives $g(x+b-y)\,a=g(x-y)\,a$. At $x=y$ this reads $e^{-\beta\|b\|^2/2}=1$, which is false for $\beta\neq0$.

The missing energy can be seen on a rectangle in the plane. Take $y=0$ and $a$ the unit vector along the first axis. Go from the origin a distance $L$ along that axis, up by $h$, back, and down. The vertical sides contribute nothing, and the net work is

$$\left(1-e^{-\beta h^2/2}\right)\int_0^L e^{-\beta u^2/2}\,du ,$$

which is positive for $\beta,h,L>0$.

Orthogonality of $b$ to $a$ is needed. In one dimension with $a=b=1$, every other condition holds, yet $U(x)=-\int_y^x e^{-\beta(u-y)^2/2}\,du$ is a potential. A test of a componentwise model on a single coordinate therefore cannot reveal the defect.

## The Lean file

```lean
import Mathlib

noncomputable section

namespace GradientDomainForces

variable {V : Type*} [NormedAddCommGroup V] [InnerProductSpace ℝ V]
variable {ι : Type*} [Fintype ι]

/-- Gaussian covariance of the energies of two configurations separated by `d`,
with inverse squared length scale `β`. -/
def gauss (β : ℝ) (d : V) : ℝ := Real.exp (-(β / 2) * ‖d‖ ^ 2)

/-- Force predicted at `x` from training configurations `X j` with weight vectors `a j`. -/
def force (β : ℝ) (X a : ι → V) (x : V) : V :=
  ∑ j, gauss β (x - X j) • (β • a j - (β ^ 2 * inner ℝ (a j) (x - X j)) • (x - X j))

/-- Energy predicted at `x` from the same training configurations and weight vectors. -/
def energy (β : ℝ) (X a : ι → V) (x : V) : ℝ :=
  -∑ j, gauss β (x - X j) * (β * inner ℝ (a j) (x - X j))

/-- In terms of the length scale `s`, with `β = 1 / s ^ 2`, the predicted force times `s ^ 4`
is a sum of Gaussians times `s ^ 2 a - ⟨a, d⟩ d`. -/
theorem force_lengthScale {s : ℝ} (hs : s ≠ 0) (X a : ι → V) (x : V) :
    s ^ 4 • force (1 / s ^ 2) X a x =
      ∑ j, Real.exp (-‖x - X j‖ ^ 2 / (2 * s ^ 2)) •
        (s ^ 2 • a j - (inner ℝ (a j) (x - X j) : ℝ) • (x - X j)) := by
  rw [force, Finset.smul_sum]
  refine Finset.sum_congr rfl fun j _ => ?_
  have hg : gauss (1 / s ^ 2) (x - X j) = Real.exp (-‖x - X j‖ ^ 2 / (2 * s ^ 2)) := by
    unfold gauss
    congr 1
    field_simp
  have e1 : s ^ 4 * (1 / s ^ 2) = s ^ 2 := by field_simp
  have e2 : s ^ 4 * (1 / s ^ 2) ^ 2 = 1 := by field_simp
  rw [hg, smul_comm (s ^ 4), smul_sub (s ^ 4), smul_smul, smul_smul, e1, ← mul_assoc, e2,
    one_mul]

/-- A straight line through `x` with direction `b` has constant velocity `b`. -/
theorem hasDerivAt_line (x b : V) (t : ℝ) : HasDerivAt (fun t : ℝ => x + t • b) b t := by
  simpa using ((hasDerivAt_id t).smul_const b).const_add x

variable [CompleteSpace V]

/-- The gradient of the Gaussian covariance is `-β g d`, where `d` is the separation. -/
theorem hasGradientAt_gauss (β : ℝ) (y x : V) :
    HasGradientAt (fun x => gauss β (x - y)) (-(β * gauss β (x - y)) • (x - y)) x := by
  rw [hasGradientAt_iff_hasFDerivAt]
  have hd : HasFDerivAt (fun x : V => x - y) (ContinuousLinearMap.id ℝ V) x :=
    (hasFDerivAt_id x).sub_const y
  refine ((hd.norm_sq.const_mul (-(β / 2))).exp).congr_fderiv ?_
  ext v
  simp [gauss, -mul_eq_mul_left_iff, -mul_eq_mul_right_iff]
  all_goals ring

/-- Displacing the training configuration `y` along `a` changes the covariance at the
rate `g β ⟨a, x - y⟩`. -/
theorem hasDerivAt_gauss_training (β : ℝ) (x y a : V) :
    HasDerivAt (fun t : ℝ => gauss β (x - (y + t • a)))
      (gauss β (x - y) * (β * inner ℝ a (x - y))) 0 := by
  have h := (hasGradientAt_gauss β x (y + (0 : ℝ) • a)).hasFDerivAt.comp_hasDerivAt
    (0 : ℝ) (hasDerivAt_line y a 0)
  have e : (fun t : ℝ => gauss β (x - (y + t • a))) =
      (fun z => gauss β (z - x)) ∘ fun t : ℝ => y + t • a := by
    funext t
    simp only [gauss, Function.comp_apply, norm_sub_rev x]
  rw [e]
  refine h.congr_deriv ?_
  rw [zero_smul, add_zero]
  change inner ℝ (-(β * gauss β (y - x)) • (y - x)) a = _
  rw [real_inner_smul_left, ← neg_sub x y, inner_neg_left, real_inner_comm a (x - y)]
  simp only [gauss, norm_neg]
  ring

/-- For a single training configuration at separation `d`, the gradient of `g β ⟨a, d⟩` is `g (β a -
β ^ 2 ⟨a, d⟩ d)`. -/
theorem hasGradientAt_term (β : ℝ) (y a x : V) :
    HasGradientAt (fun x => gauss β (x - y) * (β * inner ℝ a (x - y)))
      (gauss β (x - y) • (β • a - (β ^ 2 * inner ℝ a (x - y)) • (x - y))) x := by
  rw [hasGradientAt_iff_hasFDerivAt]
  have hd : HasFDerivAt (fun x : V => x - y) (ContinuousLinearMap.id ℝ V) x :=
    (hasFDerivAt_id x).sub_const y
  have hl : HasFDerivAt (fun x : V => (inner ℝ a (x - y) : ℝ))
      ((innerSL ℝ a).comp (ContinuousLinearMap.id ℝ V)) x :=
    ((innerSL ℝ a).hasFDerivAt (x := x - y)).comp x hd
  -- product rule for the Gaussian and the linear factor
  refine ((hasGradientAt_gauss β y x).hasFDerivAt.mul (hl.const_mul β)).congr_fderiv ?_
  ext v
  simp [-mul_eq_mul_left_iff, -mul_eq_mul_right_iff]
  all_goals ring

/-- Gradient-domain force predictions are conservative: the predicted force is minus the
gradient of the predicted energy at every configuration. -/
theorem force_conservative (β : ℝ) (X a : ι → V) (x : V) :
    HasGradientAt (energy β X a) (-force β X a x) x := by
  rw [hasGradientAt_iff_hasFDerivAt]
  have h := (HasFDerivAt.fun_sum (u := Finset.univ)
    fun j _ => (hasGradientAt_term β (X j) (a j) x).hasFDerivAt).fun_neg
  refine h.congr_fderiv ?_
  simp only [force, map_neg, map_sum]

/-- The work done by the predicted force along a continuously differentiable path equals the
drop in predicted energy between its ends. -/
theorem work_eq_energy_drop (β : ℝ) (X a : ι → V) {γ γ' : ℝ → V}
    (hγ : ∀ t, HasDerivAt γ (γ' t) t) (hγ' : Continuous γ') (t₀ t₁ : ℝ) :
    ∫ t in t₀..t₁, (inner ℝ (force β X a (γ t)) (γ' t) : ℝ) =
      energy β X a (γ t₀) - energy β X a (γ t₁) := by
  have hc : Continuous γ := continuous_iff_continuousAt.2 fun t => (hγ t).continuousAt
  have hint : Continuous fun t => (inner ℝ (force β X a (γ t)) (γ' t) : ℝ) := by
    simp only [force, gauss]
    fun_prop
  -- chain rule: the power is minus the rate of change of the energy
  have hE : ∀ t, HasDerivAt (fun t => -energy β X a (γ t))
      (inner ℝ (force β X a (γ t)) (γ' t) : ℝ) t := fun t => by
    have h := ((force_conservative β X a (γ t)).hasFDerivAt.comp_hasDerivAt t (hγ t)).fun_neg
    refine h.congr_deriv ?_
    change -(inner ℝ (-force β X a (γ t)) (γ' t) : ℝ) = _
    rw [inner_neg_left, neg_neg]
  rw [intervalIntegral.integral_eq_sub_of_hasDerivAt (fun t _ => hE t)
    (hint.intervalIntegrable t₀ t₁)]
  ring

/-- The predicted force does no net work around a continuously differentiable path whose two ends
coincide. -/
theorem work_closed_path (β : ℝ) (X a : ι → V) {γ γ' : ℝ → V}
    (hγ : ∀ t, HasDerivAt γ (γ' t) t) (hγ' : Continuous γ') {t₀ t₁ : ℝ}
    (hclosed : γ t₀ = γ t₁) :
    ∫ t in t₀..t₁, (inner ℝ (force β X a (γ t)) (γ' t) : ℝ) = 0 := by
  rw [work_eq_energy_drop β X a hγ hγ', hclosed, sub_self]

/-- For nonzero `β` and `a`, the single-configuration force `gauss β (x - y) • a` has no potential
if some nonzero `b` is orthogonal to `a`. -/
theorem componentwise_not_conservative {β : ℝ} (hβ : β ≠ 0) (y : V) {a b : V}
    (ha : a ≠ 0) (hb : b ≠ 0) (hab : (inner ℝ a b : ℝ) = 0) :
    ¬ ∃ U : V → ℝ, ∀ x, HasGradientAt U (-(gauss β (x - y) • a)) x := by
  rintro ⟨U, hU⟩
  -- the force does no work along `b`, so `U` is invariant under translation by `b`
  have hshift : ∀ x, U (x + b) = U x := fun x => by
    have hd : ∀ t : ℝ, HasDerivAt (fun t : ℝ => U (x + t • b)) 0 t := fun t => by
      have h := (hU (x + t • b)).hasFDerivAt.comp_hasDerivAt t (hasDerivAt_line x b t)
      refine h.congr_deriv ?_
      change (inner ℝ (-(gauss β (x + t • b - y) • a)) b : ℝ) = 0
      rw [inner_neg_left, real_inner_smul_left, hab, mul_zero, neg_zero]
    have h := is_const_of_deriv_eq_zero (fun t => (hd t).differentiableAt)
      (fun t => (hd t).deriv) 1 0
    simpa using h
  -- hence its gradient is invariant too, but the Gaussian is not
  have hb' : HasFDerivAt (fun x : V => x + b) (ContinuousLinearMap.id ℝ V) y :=
    (hasFDerivAt_id y).add_const b
  have h1 : HasFDerivAt (fun x => U (x + b))
      ((InnerProductSpace.toDual ℝ V (-(gauss β (y + b - y) • a))).comp
        (ContinuousLinearMap.id ℝ V)) y :=
    (hU (y + b)).hasFDerivAt.comp y hb'
  simp only [hshift, ContinuousLinearMap.comp_id] at h1
  have h2 := (InnerProductSpace.toDual ℝ V).injective (h1.unique (hU y).hasFDerivAt)
  have h3 := smul_left_injective ℝ ha (neg_injective h2)
  simp [gauss, hβ, hb] at h3

end GradientDomainForces
```

```lean
#print axioms GradientDomainForces.hasDerivAt_gauss_training
#print axioms GradientDomainForces.force_conservative
#print axioms GradientDomainForces.work_closed_path
#print axioms GradientDomainForces.componentwise_not_conservative
```

```
'GradientDomainForces.hasDerivAt_gauss_training' depends on axioms: [propext, Classical.choice, Quot.sound]
'GradientDomainForces.force_conservative' depends on axioms: [propext, Classical.choice, Quot.sound]
'GradientDomainForces.work_closed_path' depends on axioms: [propext, Classical.choice, Quot.sound]
'GradientDomainForces.componentwise_not_conservative' depends on axioms: [propext, Classical.choice, Quot.sound]
```

## How the statements correspond to the physics

The type `V` is a real inner product space, and `CompleteSpace V` makes it a Hilbert space for the results about gradients. Euclidean $\mathbb R^n$ is the case of interest, with all atomic coordinates collected in one vector. The finite type `ι` labels the training configurations; `X j` and `a j` are $x_j$ and $a_j$. The number `gauss β d` is $g(d)$, and `force` and `energy` are the two sums given at the start, with the same signs.

`HasGradientAt f v x` says that `f` is differentiable at `x` with gradient `v`. Thus `force_conservative` states that `energy β X a` has gradient `-force β X a x` at every `x`. It holds for every real `β`, although only positive values describe a Gaussian that decays with distance. The connection with the length scale is made in `force_lengthScale`: for `s ≠ 0`, the force at $\beta=1/s^2$, multiplied by $s^4$, is

$$\sum_j e^{-\|d_j\|^2/(2s^2)}\left(s^2a_j-\langle a_j,d_j\rangle d_j\right).$$

Dividing by $s^4$ gives the force itself, with terms $a_j/s^2$ and $\langle a_j,d_j\rangle d_j/s^4$.

In `work_eq_energy_drop`, the path `γ` has velocity `γ'` at all times and the velocity is continuous. A path with corners is treated by applying the theorem to each smooth piece and adding. `work_closed_path` adds the condition that the two end configurations coincide. `componentwise_not_conservative` concerns a single training configuration, with `a` and `b` nonzero and orthogonal and `β ≠ 0`. It does not say that every sum of such terms lacks a potential; two terms at the same configuration with opposite weights cancel, for example.

## How the proof follows the derivation

`hasGradientAt_gauss` turns the gradient into a linear derivative and builds that derivative from the squared norm, the constant factor and the exponential. The step `ext v` then compares the result with the claimed gradient on an arbitrary displacement `v`, as in the derivation above.

`hasDerivAt_gauss_training` moves the training configuration along the line supplied by `hasDerivAt_line`. It uses the symmetry of the Gaussian under exchange of its two configurations, so the gradient already computed can serve again. The later proofs do not call this lemma; it identifies the terms of the energy as derivatives of the covariance.

`hasGradientAt_term` is the product rule: `.mul` combines the derivative of the Gaussian with that of the linear factor, and `ring` collects the terms. `force_conservative` sums these results over the training configurations and changes the sign.

For the work, `hE` is the chain rule for $-E(\gamma(t))$, and `hint` shows that the power is continuous and hence integrable. The fundamental theorem of calculus gives the energy difference.

The last theorem follows the translation argument. `hshift` states that $U(x+b)=U(x)$, obtained from a function of `t` with zero derivative everywhere. Uniqueness of the derivative at `y` equates the two force vectors, and `ha` allows the common vector `a` to be removed, leaving the false equation between Gaussian values.

## What a code must still establish

The theorems concern exact real arithmetic and a force evaluated from the complete sum. Rounding, the finite time step of an integrator, and a truncation that drops different terms at different configurations can each still produce energy drift. Leaving out the same training configurations everywhere does not, because the shorter sum has the same form.

The distance is the plain norm in the coordinates of `V`. Models that first map atomic positions to descriptors need a further chain-rule step: the force on the atoms is obtained by differentiating the energy through that whole map. A neighbour cutoff that abruptly switches off a nonzero term can make the energy discontinuous there.

The weights are arbitrary inputs, so nothing is implied about how well $F$ reproduces the reference forces, or about the stability of a trajectory. A conservative model may still have the wrong minima.
